# Symmetric Strang splitting of bounded operators has a third-order local error bound

**Q:** The two parts of the Hamiltonian are modelled as elements $A$ and $B$ of a complete normed real algebra, so each has a finite norm. My kinetic energy is unbounded. What physics is left?

**A:** Any Hamiltonian in a finite basis or on a finite lattice with finitely many states per site, and bounded operators generally. For imaginary time, take $A=-V$, $B=-T$ and $t=\beta$, with $V$ the potential energy, $T$ the kinetic energy and $\beta$ the inverse temperature. For real time, take $A=-iV/\hbar$ and $B=-iT/\hbar$ in a complex algebra regarded as a real one. The continuum kinetic operator is not covered.

In Lean 4 with Mathlib:

```lean
import Mathlib

open Filter Topology

namespace StrangLocalError

noncomputable section

variable {𝔸 : Type*} [NormedRing 𝔸]
```

**Q:** What is being compared with what?

**A:** The symmetric slice $e^{tA/2}e^{tB}e^{tA/2}$ with the exact propagator $e^{t(A+B)}$. Put $s=\|A\|+\|B\|$ and $a=|t|s$. The claim is that they differ in norm by at most $a^3e^a/3$. The method is to bound every operator remainder by the same remainder of the number $e^a$:

```lean
/-- The norms of `p`, `q`, `P` and the successive remainders `P - 1`, `P - 1 - p` and `P - 1 - p -
q` are bounded by the corresponding terms and remainders of the scalar exponential `exp a`. -/
structure DominatedJet (P p q : 𝔸) (a : ℝ) : Prop where
  first : ‖p‖ ≤ a
  second : ‖q‖ ≤ a ^ 2 / 2
  rem0 : ‖P‖ ≤ Real.exp a
  rem1 : ‖P - 1‖ ≤ Real.exp a - 1
  rem2 : ‖P - 1 - p‖ ≤ Real.exp a - 1 - a
  rem3 : ‖P - 1 - p - q‖ ≤ Real.exp a - 1 - a - a ^ 2 / 2
```

The inequalities alone do not determine `p` and `q`. In the uses below, `P` is a propagator, and `p` and `q` are its first- and second-order terms.

**Q:** That looks like a Taylor expansion assumed in advance.

**A:** It is only a list of six inequalities, and they are proved for each propagator used. They also survive multiplication. If $P$ has terms $p,q$ and bound $a$, and $Q$ has terms $p',q'$ and bound $b$, then $PQ$ has first-order term $p+p'$ and second-order term $q+pp'+q'$. Its third-order remainder is exactly

$$(P-1-p-q)Q+q(Q-1)+p(Q-1-p')+(Q-1-p'-q').$$

Write $R(a)=e^a-1-a-a^2/2$. The norm of that sum is at most

$$R(a)e^b+\tfrac{a^2}{2}(e^b-1)+a(e^b-1-b)+R(b)=R(a+b).$$

So the scalar bounds add. In the code, `noncomm_ring` checks the operator identity, without commuting any factors, and `ring` checks the scalar one. The lower remainders work the same way.

```lean
/-- When two propagators are applied in succession, their expansions multiply up to second
order and their scalar bounds add. -/
theorem DominatedJet.mul {P p q Q p' q' : 𝔸} {a b : ℝ}
    (h : DominatedJet P p q a) (k : DominatedJet Q p' q' b) :
    DominatedJet (P * Q) (p + p') (q + p * p' + q') (a + b) where
  first := norm_add_le_of_le h.first k.first
  second := (norm_add_le_of_le (norm_add_le_of_le h.second
    (norm_mul_le_of_le h.first k.first)) k.second).trans_eq (by ring)
  rem0 := (norm_mul_le_of_le h.rem0 k.rem0).trans_eq (Real.exp_add a b).symm
  rem1 := by
    rw [show P * Q - 1 = (P - 1) * Q + (Q - 1) by noncomm_ring]
    exact (norm_add_le_of_le (norm_mul_le_of_le h.rem1 k.rem0) k.rem1).trans_eq
      (by rw [Real.exp_add]; ring)
  rem2 := by
    rw [show P * Q - 1 - (p + p') = (P - 1 - p) * Q + p * (Q - 1) + (Q - 1 - p') by
      noncomm_ring]
    exact (norm_add_le_of_le (norm_add_le_of_le (norm_mul_le_of_le h.rem2 k.rem0)
      (norm_mul_le_of_le h.first k.rem1)) k.rem2).trans_eq (by rw [Real.exp_add]; ring)
  rem3 := by
    -- each order of the left factor meets the matching remainder of the right factor
    rw [show P * Q - 1 - (p + p') - (q + p * p' + q') = (P - 1 - p - q) * Q + q * (Q - 1)
      + p * (Q - 1 - p') + (Q - 1 - p' - q') by noncomm_ring]
    exact (norm_add_le_of_le (norm_add_le_of_le (norm_add_le_of_le
      (norm_mul_le_of_le h.rem3 k.rem0) (norm_mul_le_of_le h.second k.rem1))
      (norm_mul_le_of_le h.first k.rem2)) k.rem3).trans_eq (by rw [Real.exp_add]; ring)
```

**Q:** A path integral has many slices. Does a one-slice bound control them?

**A:** Yes, through

$$P^{n+1}-Q^{n+1}=P^n(P-Q)+(P^n-Q^n)Q.$$

If $\|P\|,\|Q\|\le M$ and $\|P-Q\|\le M\delta$, the first term is at most $M^{n+1}\delta$. By induction the second is at most $nM^{n+1}\delta$. They add up to $(n+1)M^{n+1}\delta$.

```lean
/-- If two one-slice propagators are bounded by `M` and differ by at most `M δ`, then after
`n` slices they differ by at most `n Mⁿ δ`. -/
theorem norm_pow_sub_pow_le [NormOneClass 𝔸] {P Q : 𝔸} {M δ : ℝ} (hP : ‖P‖ ≤ M)
    (hQ : ‖Q‖ ≤ M) (hd : ‖P - Q‖ ≤ M * δ) (n : ℕ) :
    ‖P ^ n - Q ^ n‖ ≤ n * M ^ n * δ := by
  induction n with
  | zero => simp
  | succ n ih =>
    have hPn : ‖P ^ n‖ ≤ M ^ n :=
      (norm_pow_le P n).trans (pow_le_pow_left₀ (norm_nonneg P) hP n)
    have e : P ^ (n + 1) - Q ^ (n + 1) = P ^ n * (P - Q) + (P ^ n - Q ^ n) * Q := by
      rw [pow_succ, pow_succ, mul_sub, sub_mul]
      abel
    rw [e]
    exact (norm_add_le_of_le (norm_mul_le_of_le hPn hd) (norm_mul_le_of_le ih hQ)).trans_eq
      (by push_cast; ring)
```

**Q:** And where does the cube come from?

**A:** From the scalar series

```lean
/-- The power series of the scalar exponential. -/
theorem hasSum_real_exp (a : ℝ) :
    HasSum (fun n : ℕ => (n.factorial : ℝ)⁻¹ * a ^ n) (Real.exp a) := by
  rw [Real.exp_eq_exp_ℝ]
  simpa only [smul_eq_mul] using NormedSpace.exp_series_hasSum_exp' (𝕂 := ℝ) a
```

with its first three terms removed. Since $6\,n!\le(n+3)!$, for $a\ge0$

$$R(a)=\sum_{n\ge0}\frac{a^{n+3}}{(n+3)!}\le\frac{a^3}{6}\sum_{n\ge0}\frac{a^n}{n!}=\frac{a^3}{6}e^a.$$

The lemma compares the two series term by term with `hasSum_le`.

```lean
/-- For `a ≥ 0`, the scalar exponential exceeds its second-order expansion by at most `a³ exp(a) /
6`. -/
theorem real_exp_tail_le {a : ℝ} (ha : 0 ≤ a) :
    Real.exp a - 1 - a - a ^ 2 / 2 ≤ a ^ 3 / 6 * Real.exp a := by
  have h := (hasSum_nat_add_iff' 3).mpr (hasSum_real_exp a)
  have g := (hasSum_real_exp a).mul_left (a ^ 3 / 6)
  have key := hasSum_le (fun n => by
    -- termwise comparison, from 6 n! ≤ (n+3)!
    have h6 : 6 ≤ (n + 3) * ((n + 2) * (n + 1)) :=
      Nat.mul_le_mul (by omega : 3 ≤ n + 3)
        (Nat.mul_le_mul (by omega : 2 ≤ n + 2) (by omega : 1 ≤ n + 1))
    have hN : 6 * n.factorial ≤ (n + 3).factorial :=
      (Nat.mul_le_mul_right _ h6).trans_eq
        (by simp only [Nat.factorial, Nat.succ_eq_add_one]; ring)
    have hf : 6 * (n.factorial : ℝ) ≤ ((n + 3).factorial : ℝ) := by exact_mod_cast hN
    have hpos : 0 < 6 * (n.factorial : ℝ) := by positivity
    calc ((n + 3).factorial : ℝ)⁻¹ * a ^ (n + 3)
        ≤ (6 * (n.factorial : ℝ))⁻¹ * a ^ (n + 3) :=
          mul_le_mul_of_nonneg_right (inv_anti₀ hpos hf) (by positivity)
      _ = a ^ 3 / 6 * ((n.factorial : ℝ)⁻¹ * a ^ n) := by rw [mul_inv]; ring) h g
  have e : ∑ i ∈ Finset.range 3, (i.factorial : ℝ)⁻¹ * a ^ i = 1 + a + 2⁻¹ * a ^ 2 := by
    simp [Finset.sum_range_succ, Nat.factorial]
  rw [e] at key
  linarith
```

**Q:** Show me that the slice is the one I would code.

**A:** It is half a step of $A$, a full step of $B$, and half a step of $A$:

```lean
variable [NormedAlgebra ℝ 𝔸]

/-- One symmetric time slice: half a step of `A`, a full step of `B`, half a step of `A`. -/
def strangStep (A B : 𝔸) (t : ℝ) : 𝔸 :=
  NormedSpace.exp ((t / 2) • A) * NormedSpace.exp (t • B) * NormedSpace.exp ((t / 2) • A)
```

`NormedSpace.exp` is the power-series exponential. Two hypotheses are in force from here on. `CompleteSpace` makes the series converge, and `NormOneClass`, already assumed in the power estimate, says $\|1\|=1$, as for the operator norm on a nonzero space. The Frobenius norm fails this for matrices larger than $1\times1$.

**Q:** How does an operator exponential inherit the scalar bounds?

**A:** If $\|x\|\le a$, then $\|x^n\|\le a^n$, so for every $k$

$$\Big\|e^x-\sum_{i<k}\frac{x^i}{i!}\Big\|\le\sum_{n\ge0}\frac{a^{n+k}}{(n+k)!}=e^a-\sum_{i<k}\frac{a^i}{i!}.$$

The proof turns on the Mathlib lemma `hasSum_nat_add_iff'`. It says that a series has sum $S$ exactly when the series shifted by $k$ places has sum $S$ minus the first $k$ terms. "Exponential minus its Taylor polynomial" thereby becomes a series in its own right, and `norm_le_of_bounded` compares it with the scalar one. The local statement `tail` is proved once for all $k$; setting $k=0,1,2,3$ gives the four remainder bounds.

```lean
variable [NormOneClass 𝔸] [CompleteSpace 𝔸]

/-- If `‖x‖ ≤ a`, the exponential of `x` has first-order term `x` and second-order term
`x²/2`, with remainders bounded by those of `exp a`. -/
theorem dominatedJet_exp {x : 𝔸} {a : ℝ} (hx : ‖x‖ ≤ a) :
    DominatedJet (NormedSpace.exp x) x ((2⁻¹ : ℝ) • x ^ 2) a := by
  have hp (n : ℕ) : ‖x ^ n‖ ≤ a ^ n :=
    (norm_pow_le x n).trans (pow_le_pow_left₀ (norm_nonneg x) hx n)
  -- compare the two power series after removing the first k terms
  have tail (k : ℕ) :
      ‖NormedSpace.exp x - ∑ i ∈ Finset.range k, (i.factorial : ℝ)⁻¹ • x ^ i‖
        ≤ Real.exp a - ∑ i ∈ Finset.range k, (i.factorial : ℝ)⁻¹ * a ^ i := by
    have h := (hasSum_nat_add_iff' k).mpr (NormedSpace.exp_series_hasSum_exp' (𝕂 := ℝ) x)
    refine h.norm_le_of_bounded ((hasSum_nat_add_iff' k).mpr (hasSum_real_exp a)) fun n => ?_
    rw [norm_smul, norm_inv, Real.norm_natCast]
    exact mul_le_mul_of_nonneg_left (hp _) (by positivity)
  have t0 := tail 0
  have t1 := tail 1
  have t2 := tail 2
  have t3 := tail 3
  simp only [Finset.sum_range_succ, Finset.sum_range_zero, Nat.factorial_zero,
    Nat.factorial_one, Nat.factorial_two, Nat.cast_one, Nat.cast_ofNat, inv_one, one_smul,
    one_mul, pow_zero, pow_one, zero_add, sub_zero] at t0 t1 t2 t3
  refine ⟨hx, ?_, t0, t1, ?_, ?_⟩
  · rw [norm_smul, norm_inv, Real.norm_ofNat]
    linarith [hp 2]
  · rw [sub_sub]
    linarith
  · rw [sub_sub, sub_sub, ← add_assoc]
    linarith
```

**Q:** So far nothing has used the symmetry of the slice.

**A:** It enters now. Let $X=tA/2$ and $Y=tB$. Multiplying the three exponentials gives the first-order term $2X+Y=t(A+B)$ and the second-order term

$$\tfrac12X^2+XY+\tfrac12Y^2+(X+Y)X+\tfrac12X^2=\tfrac12(2X+Y)^2.$$

Both $XY$ and $YX$ appear, as the exact square requires. The scalar bounds add up to $|t|s$. After `convert`, these three matches are the remaining goals.

```lean
/-- The symmetric slice has first-order term `t(A+B)` and second-order term `(t(A+B))²/2`,
with remainders bounded by those of `exp(|t|(‖A‖+‖B‖))`. -/
theorem dominatedJet_strangStep (A B : 𝔸) (t : ℝ) :
    DominatedJet (strangStep A B t) (t • (A + B)) ((2⁻¹ : ℝ) • (t • (A + B)) ^ 2)
      (|t| * (‖A‖ + ‖B‖)) := by
  have hA : ‖(t / 2) • A‖ ≤ |t| / 2 * ‖A‖ :=
    le_of_eq (by rw [norm_smul, Real.norm_eq_abs, abs_div, abs_two])
  have hB : ‖t • B‖ ≤ |t| * ‖B‖ := le_of_eq (by rw [norm_smul, Real.norm_eq_abs])
  have h := ((dominatedJet_exp hA).mul (dominatedJet_exp hB)).mul (dominatedJet_exp hA)
  unfold strangStep
  convert h using 1
  · module
  · -- the symmetric order of the factors reproduces AB + BA
    simp only [pow_two, smul_mul_assoc, mul_smul_comm, smul_add, add_mul, mul_add, smul_smul]
    module
  · ring
```

**Q:** Then the local error is just a subtraction?

**A:** Yes. The slice and the exact propagator share their terms through second order, so these cancel and two remainders are left:

$$\|e^{tA/2}e^{tB}e^{tA/2}-e^{t(A+B)}\|\le2R(a)\le\tfrac13a^3e^a.$$

The theorem holds for every real $t$; for $t\ge0$, $|t|$ is simply $t$.

```lean
/-- Third-order local error of Strang splitting: one symmetric slice differs from the exact
propagator by at most `(|t|s)³ exp(|t|s) / 3`, where `s = ‖A‖ + ‖B‖`. -/
theorem strang_local_error (A B : 𝔸) (t : ℝ) :
    ‖strangStep A B t - NormedSpace.exp (t • (A + B))‖
      ≤ (|t| * (‖A‖ + ‖B‖)) ^ 3 * Real.exp (|t| * (‖A‖ + ‖B‖)) / 3 := by
  have hS := dominatedJet_strangStep A B t
  have hE := dominatedJet_exp hS.first
  have hr := real_exp_tail_le (a := |t| * (‖A‖ + ‖B‖)) (by positivity)
  -- the common second-order expansion cancels
  have h := norm_sub_le_of_le hS.rem3 hE.rem3
  rw [sub_sub_sub_cancel_right, sub_sub_sub_cancel_right, sub_sub_sub_cancel_right] at h
  linarith
```

**Q:** If $A$ and $B$ commute, the error is zero. Your bound is not.

**A:** Right. It is an upper bound in terms of norms and does not see commutators, so it can be far from sharp.

**Q:** What does it say about $n$ beads?

**A:** Each slice has length $t/n$. Put $\tau=|t|s/n$, and use $M=e^\tau$ and $\delta=\tau^3/3$ in the power estimate:

$$nM^n\delta=\frac{n\tau^3e^{n\tau}}3=\frac{(|t|s)^3e^{|t|s}}{3n^2}.$$

The $n$ exact slices multiply to $e^{t(A+B)}$, which is `hQ` in the code.

```lean
/-- With `n` symmetric slices of length `t/n`, the error of the full propagator is at most
`(|t|s)³ exp(|t|s) / (3n²)`, where `s = ‖A‖ + ‖B‖`. -/
theorem strang_global_error (A B : 𝔸) (t : ℝ) {n : ℕ} (hn : n ≠ 0) :
    ‖strangStep A B (t / n) ^ n - NormedSpace.exp (t • (A + B))‖
      ≤ (|t| * (‖A‖ + ‖B‖)) ^ 3 * Real.exp (|t| * (‖A‖ + ‖B‖)) / (3 * (n : ℝ) ^ 2) := by
  have hn' : (n : ℝ) ≠ 0 := Nat.cast_ne_zero.mpr hn
  -- the exact propagator is the product of n exact slices
  have hQ : NormedSpace.exp ((t / n) • (A + B)) ^ n = NormedSpace.exp (t • (A + B)) := by
    let _ : NormedAlgebra ℚ 𝔸 := NormedAlgebra.restrictScalars ℚ ℝ 𝔸
    rw [← NormedSpace.exp_nsmul, ← Nat.cast_smul_eq_nsmul ℝ, smul_smul,
      show (n : ℝ) * (t / n) = t by field_simp]
  have hS := dominatedJet_strangStep A B (t / n)
  have h := norm_pow_sub_pow_le hS.rem0 (dominatedJet_exp hS.first).rem0
    ((strang_local_error A B (t / n)).trans_eq (by ring :
      _ = Real.exp (|t / n| * (‖A‖ + ‖B‖)) * ((|t / n| * (‖A‖ + ‖B‖)) ^ 3 / 3))) n
  have hτ : (n : ℝ) * (|t / n| * (‖A‖ + ‖B‖)) = |t| * (‖A‖ + ‖B‖) := by
    rw [abs_div, Nat.abs_cast]
    field_simp
  rw [hQ, ← Real.exp_nat_mul, hτ] at h
  refine h.trans_eq ?_
  rw [← hτ]
  field_simp
```

For a finite-basis Hamiltonian at fixed temperature, the Boltzmann operator built from $n$ symmetric slices therefore has an error bounded by a constant times $n^{-2}$. Letting $n$ grow gives convergence in norm, by squeezing the error between zero and this bound:

```lean
/-- As the number of symmetric slices grows, the sliced propagator converges in norm to the
exact propagator. -/
theorem strang_tendsto (A B : 𝔸) (t : ℝ) :
    Tendsto (fun n : ℕ => strangStep A B (t / n) ^ n) atTop
      (𝓝 (NormedSpace.exp (t • (A + B)))) := by
  rw [tendsto_iff_norm_sub_tendsto_zero]
  have h := (tendsto_const_div_atTop_nhds_zero_nat
    ((|t| * (‖A‖ + ‖B‖)) ^ 3 * Real.exp (|t| * (‖A‖ + ‖B‖)) / 3)).mul
    (tendsto_const_div_atTop_nhds_zero_nat (1 : ℝ))
  rw [mul_zero] at h
  refine squeeze_zero' (Eventually.of_forall fun n => norm_nonneg _) ?_ h
  filter_upwards [eventually_ne_atTop 0] with n hn
  exact (strang_global_error A B t hn).trans_eq (by ring)

end

end StrangLocalError
```

```lean
#print axioms StrangLocalError.strang_local_error
#print axioms StrangLocalError.strang_tendsto
```

```
'StrangLocalError.strang_local_error' depends on axioms: [propext, Classical.choice, Quot.sound]
'StrangLocalError.strang_tendsto' depends on axioms: [propext, Classical.choice, Quot.sound]
```

**Q:** Would the unsymmetrical product $e^{tA}e^{tB}$ yield to the same argument?

**A:** Yes, one order lower. Its first-order term is $t(A+B)$, but its second-order term contains $AB$ without $BA$. Stopping at first order, a short calculation by hand gives

$$\|e^{tA}e^{tB}-e^{t(A+B)}\|\le2(e^a-1-a)\le a^2e^a.$$
